# The Choi matrix of the single-Kraus map X ↦ KXK* is |K⟩⟨K|

For a quantum system with a finite basis e_i, `choi_sandwich` says that the map X ↦ KXK*, given by a single Kraus operator K, has Choi matrix |K⟩⟨K|. Here |K⟩ = ∑ e_i ⊗ Ke_i is the vector of the doubled space made by stacking the columns of K. K is any complex square matrix, so the map need not preserve the trace. Nothing is normalised: the Choi matrix is the plain sum ∑ E_ij ⊗ KE_ijK*, and |K⟩ has squared length tr(K*K). The proof compares the two sides entry by entry, using `change` to write the left side as an entry of an explicit matrix product, which it then expands into a sum with only one surviving term.

The first attempt, which Lean rejects:

```lean
import Mathlib

open Matrix Filter Topology
open scoped ComplexOrder

namespace ConditionalCompletePositivity

noncomputable section

variable {n : Type*} [Fintype n] [DecidableEq n]

/-- Linear maps on the `n × n` complex matrices. -/
abbrev SuperOp (n : Type*) := Matrix n n ℂ →ₗ[ℂ] Matrix n n ℂ

/-- The Choi matrix `∑ E_ij ⊗ Φ(E_ij)`, indexed by pairs. -/
def choi (Φ : SuperOp n) : Matrix (n × n) (n × n) ℂ :=
  Matrix.of fun p q => Φ (Matrix.single p.1 q.1 1) p.2 q.2

/-- The map `X ↦ K X K*` with a single Kraus operator. -/
def sandwich (K : Matrix n n ℂ) : SuperOp n :=
  (LinearMap.mulLeft ℂ K).comp (LinearMap.mulRight ℂ Kᴴ)

/-- The operator `K` written as a vector of the doubled space. -/
def ket (K : Matrix n n ℂ) : n × n → ℂ := fun p => K p.2 p.1

private lemma single_mul_entry (M : Matrix n n ℂ) (i j x b : n) :
    (Matrix.single i j (1 : ℂ) * M) x b = if i = x then M j b else 0 := by
  by_cases h : i = x <;> simp [Matrix.mul_apply, Matrix.single_apply, h]

/-- The Choi matrix of `X ↦ K X K*` is `|K⟩⟨K|`. -/
theorem choi_sandwich (K : Matrix n n ℂ) :
    choi (sandwich K) = vecMulVec (ket K) (star (ket K)) := by
  ext p q
  change (K * (Matrix.single p.1 q.1 1 * Kᴴ)) p.2 q.2 = K p.2 p.1 * star (K q.2 q.1)
  rw [Matrix.mul_apply]
  simp only [single_mul_entry, mul_ite, mul_zero, Finset.sum_ite_eq, Finset.mem_univ, if_true,
    Matrix.conjTranspose_apply]

end

end ConditionalCompletePositivity
```

Compiling this gives:

```
Main.lean:34:9: error: Function expected at
  K * (single p.1 q.1 1 * Kᴴ)
but this term has type
  ?m.65

Note: Expected a function because this term is being applied to the argument
  p.2
```

The error is in the formula given to `change`, which Lean could not read. To take an entry of a matrix, one applies it to two indices like a function, so Lean must already know that the product in brackets is a matrix. Here it did not: the message gives the product's type as `?m.65`, a placeholder still to be filled in. The gap comes from the bare `1` in `Matrix.single p.1 q.1 1`. A numeral can belong to many number types, so the entry type of that matrix was open, and with it the type of the product. Lean reached the index `p.2` before this was settled, and refused to apply the product to it.

The repair writes `(1 : ℂ)`, which makes the entries complex, and marks the whole product as `Matrix n n ℂ`, which tells Lean outright that it can take indices. The messages do not show whether one of these would have been enough alone. The new line break is mere tidying.

Fix (accepted with no message):

```diff
@@ -32,5 +32,6 @@
     choi (sandwich K) = vecMulVec (ket K) (star (ket K)) := by
   ext p q
-  change (K * (Matrix.single p.1 q.1 1 * Kᴴ)) p.2 q.2 = K p.2 p.1 * star (K q.2 q.1)
+  change (K * (Matrix.single p.1 q.1 (1 : ℂ) * Kᴴ) : Matrix n n ℂ) p.2 q.2 =
+    K p.2 p.1 * star (K q.2 q.1)
   rw [Matrix.mul_apply]
   simp only [single_mul_entry, mul_ite, mul_zero, Finset.sum_ite_eq, Finset.mem_univ, if_true,
```
